# Products of phase-free plane-wave stars expand in stars with pair-counting coefficients

## The square of a cosine

In one dimension with inversion symmetry, the plane waves $e^{ix}$ and $e^{-ix}$ belong together, and their sum is the symmetric function $S_1 = e^{ix}+e^{-ix} = 2\cos x$. Its square is

$$S_1^2 = e^{2ix} + e^{-2ix} + 2 = S_2 + 2S_0 .$$

Here $S_2 = e^{2ix}+e^{-2ix}$, and $S_0 = 1$, because inversion leaves the wave vector $0$ where it is. The coefficients are counts. The wave vector $2$ arises from $\{1,-1\}$ in one way, as $1+1$. The wave vector $0$ arises in two ways, as $1+(-1)$ and $(-1)+1$.

## Stars in the interstitial region

In many LAPW programs the density and the potential between the atomic spheres are expanded in stars, which are sums of symmetry-related plane waves. Multiplying two such functions, for instance a potential and the step function that marks the interstitial region, multiplies stars. The result below says that the product is again a combination of stars and gives its coefficients, for finite expansions and for stars in which every plane wave has the same weight. That is the situation in a symmorphic crystal with the origin at a site of full point symmetry. In a nonsymmorphic crystal the waves of a star can carry different phase factors, and pair counts then no longer give the coefficients in general.

Let a finite group $G$ act on an additive commutative group $A$ of wave vectors, with $g(a+b)=ga+gb$. In LAPW texts $G$ often denotes a reciprocal lattice vector; here it is the symmetry group. Write $e_a$ for the plane wave with wave vector $a$, and

$$O_k=\{gk : g\in G\},\qquad S_k=\sum_{a\in O_k}e_a,\qquad N(k,l;m)=\#\{(a,b)\in O_k\times O_l : a+b=m\}.$$

Let $R$ be a finite list of wave vectors from pairwise different orbits, such that every sum $a+b$ with $a\in O_k$, $b\in O_l$ lies in the orbit of some member of $R$. Then

$$S_kS_l=\sum_{m\in R}N(k,l;m)\,S_m .$$

Many programs use the averaged star $\Phi_k=S_k/|O_k|$. In that normalisation the formula reads

$$\Phi_k\Phi_l=\sum_{m\in R}\frac{N(k,l;m)\,|O_m|}{|O_k|\,|O_l|}\,\Phi_m ,$$

and the opening example becomes $\cos^2x=\tfrac12\cos 2x+\tfrac12$.

## Collecting the pairs by orbit

Since $e_ae_b=e_{a+b}$, multiplying out gives

$$S_kS_l=\sum_{(a,b)\in O_k\times O_l}e_{a+b}.$$

The pair count is constant on orbits. If $a+b=m$, then $ga+gb=gm$, and $(ga,gb)$ again lies in $O_k\times O_l$. The map $(a,b)\mapsto(ga,gb)$ is undone by $g^{-1}$, so it matches the pairs with sum $m$ one to one with the pairs with sum $gm$. Hence $N(k,l;gm)=N(k,l;m)$.

Each sum $a+b$ lies in the orbit of exactly one member of $R$. There is at least one by assumption. If $a+b$ lay in both $O_m$ and $O_n$, then $n$ would lie in $O_m$, and so $n=m$. Therefore

$$e_{a+b}=\sum_{m\in R}\sum_{c\in O_m}\delta_{a+b,c}\,e_c .$$

Summing over the pairs and exchanging the summations gives

$$S_kS_l=\sum_{m\in R}\sum_{c\in O_m}N(k,l;c)\,e_c=\sum_{m\in R}N(k,l;m)\,S_m ,$$

where the last step uses that $N$ is constant on $O_m$.

A suitable $R$ always exists. Go through the finitely many sums $a+b$ and add a vector to the list whenever its orbit is not yet represented. By distributivity, the product of any two integer combinations of stars is then an integer combination of stars.

The coefficients are also forced. Suppose $S_kS_l=\sum_{n\in R}c_nS_n$ with inequivalent $n$, and compare the coefficients of $e_m$ for some $m\in R$. On the right only $S_m$ contains $e_m$, and it does so once, which leaves $c_m$. On the left the coefficient is the number of pairs with sum $m$. So $c_m=N(k,l;m)$.

## Counting pairs that reach the whole orbit

A plausible slip is to let $N(k,l;m)$ count all pairs whose sum lies anywhere in $O_m$. That number is $|O_m|\,N(k,l;m)$, which is too large whenever $O_m$ has more than one member and some pair reaches it. In the opening example two pairs land in $\{2,-2\}$, but the coefficient of $S_2$ is $1$, because $S_2$ already contains both waves. The condition in the count is $a+b=m$ for the one chosen representative.

## Wave vectors and stars as Lean objects

Plane waves are basis elements of the integer group ring `AddMonoidAlgebra ℤ A`, and `wave a` is $e_a$. The symmetry is a `DistribMulAction G A` of a finite group, so each element acts as an automorphism of $A$. No lattice, dimension or metric enters.

`starSet G k` is $O_k$ as a finite set, so a vector reached by several group elements occurs only once. This fixes the convention $S_0=e_0$. `starSum G k` is $S_k$, and `pairCount G k l m` is $N(k,l;m)$, a natural number. `Inequivalent G R` says that a member of `R` lying in the orbit of another member must equal it.

The main theorem, `starSum_mul_starSum`, takes $k$, $l$, a finite set `R`, its inequivalence `hR` and the covering condition `hcov`, and returns the product formula. The covering condition stands for a sufficiently large plane-wave cutoff: sums of wave vectors can reach further out than the vectors themselves, and a list truncated at the original cutoff can miss some of them. Superfluous members of `R` do no harm, since their pair count is zero.

`mul_mem_starExpansions` expresses closure under multiplication. Integer star expansions are there the additive subgroup generated by all stars. `coefficient_unique` starts from a given expansion with integer coefficients `c` over inequivalent vectors and concludes that each coefficient is the pair count.

One step leads from this algebra to functions in a crystal: replace `wave a` by $e^{i a\cdot r}$ and allow complex coefficients. The replacement respects products because exponentials multiply by adding wave vectors, and complex coefficients follow by linearity.

```lean
import Mathlib

open Finset

namespace StarProducts

variable {A : Type*} [AddCommGroup A] [DecidableEq A]

/-- The plane wave with wave vector `a`, as an element of the integer group ring of `A`. -/
noncomputable def wave (a : A) : AddMonoidAlgebra ℤ A :=
  AddMonoidAlgebra.of ℤ A (Multiplicative.ofAdd a)

variable (G : Type*) [Group G] [Fintype G] [DistribMulAction G A]

/-- The orbit of the wave vector `k` under the finite group `G`. -/
def starSet (k : A) : Finset A := univ.image (fun g : G => g • k)

/-- The star of `k`: the sum of the plane waves over the orbit of `k`. -/
noncomputable def starSum (k : A) : AddMonoidAlgebra ℤ A := ∑ a ∈ starSet G k, wave a

/-- The number of pairs, one vector from the orbit of `k` and one from the orbit of `l`,
whose sum is `m`. -/
def pairCount (k l m : A) : ℕ :=
  #{p ∈ starSet G k ×ˢ starSet G l | p.1 + p.2 = m}

/-- The vectors in the finite set `R` lie in pairwise different orbits. -/
def Inequivalent (R : Finset A) : Prop := ∀ m ∈ R, ∀ n ∈ R, n ∈ starSet G m → n = m

variable {G}

lemma mem_starSet {a k : A} : a ∈ starSet G k ↔ ∃ g : G, g • k = a := by
  simp [starSet]

lemma smul_mem {a k : A} (g : G) (h : a ∈ starSet G k) : g • a ∈ starSet G k := by
  obtain ⟨u, rfl⟩ := mem_starSet.1 h
  exact mem_starSet.2 ⟨g * u, mul_smul g u k⟩

lemma mem_symm {a k : A} (h : a ∈ starSet G k) : k ∈ starSet G a := by
  obtain ⟨u, rfl⟩ := mem_starSet.1 h
  exact mem_starSet.2 ⟨u⁻¹, inv_smul_smul u k⟩

lemma mem_trans {a b k : A} (h : a ∈ starSet G b) (h' : b ∈ starSet G k) :
    a ∈ starSet G k := by
  obtain ⟨u, rfl⟩ := mem_starSet.1 h
  exact smul_mem u h'

/-- The product of two stars is the sum of the plane waves `a + b` over all pairs from the
two orbits. -/
theorem starSum_mul_eq_pairs (k l : A) :
    starSum G k * starSum G l = ∑ p ∈ starSet G k ×ˢ starSet G l, wave (p.1 + p.2) := by
  rw [starSum, starSum, sum_mul_sum, sum_product]
  refine sum_congr rfl fun a _ => sum_congr rfl fun b _ => ?_
  rw [wave, wave, wave, ofAdd_add, map_mul]

/-- The pair count takes the same value at `m` and at every symmetry image of `m`. -/
theorem pairCount_smul (k l m : A) (g : G) :
    pairCount G k l (g • m) = pairCount G k l m := by
  unfold pairCount
  refine card_nbij' (fun p => (g⁻¹ • p.1, g⁻¹ • p.2)) (fun p => (g • p.1, g • p.2))
    ?_ ?_ ?_ ?_
  · intro p hp
    simp only [coe_filter, mem_product, Set.mem_ofPred_eq] at hp ⊢
    exact ⟨⟨smul_mem _ hp.1.1, smul_mem _ hp.1.2⟩, by rw [← smul_add, hp.2, inv_smul_smul]⟩
  · intro p hp
    simp only [coe_filter, mem_product, Set.mem_ofPred_eq] at hp ⊢
    exact ⟨⟨smul_mem _ hp.1.1, smul_mem _ hp.1.2⟩, by rw [← smul_add, hp.2]⟩
  · intro p _
    simp
  · intro p _
    simp

/-- Product of stars: if `R` lists inequivalent vectors and every sum of a vector from the orbit
of `k` and one from the orbit of `l` is equivalent to a member of `R`, the product of the two
stars is the sum over `R` of the stars weighted by their pair counts. -/
theorem starSum_mul_starSum (k l : A) (R : Finset A) (hR : Inequivalent G R)
    (hcov : ∀ a ∈ starSet G k, ∀ b ∈ starSet G l, ∃ m ∈ R, a + b ∈ starSet G m) :
    starSum G k * starSum G l = ∑ m ∈ R, pairCount G k l m • starSum G m := by
  -- each plane wave of the product belongs to exactly one star of the list
  have key : ∀ p ∈ starSet G k ×ˢ starSet G l, wave (p.1 + p.2) =
      ∑ m ∈ R, ∑ a ∈ starSet G m, if p.1 + p.2 = a then wave a else 0 := by
    intro p hp
    obtain ⟨m, hm, hpm⟩ := hcov p.1 (mem_product.1 hp).1 p.2 (mem_product.1 hp).2
    simp only [sum_ite_eq]
    rw [sum_eq_single m, if_pos hpm]
    · intro n hn hne
      exact if_neg fun h => hne (hR m hm n hn (mem_trans (mem_symm h) hpm))
    · exact fun h => absurd hm h
  rw [starSum_mul_eq_pairs, sum_congr rfl key, sum_comm]
  refine sum_congr rfl fun m _ => ?_
  rw [sum_comm, starSum, smul_sum]
  refine sum_congr rfl fun a ha => ?_
  -- the pair count is constant on the orbit
  obtain ⟨g, rfl⟩ := mem_starSet.1 ha
  rw [← pairCount_smul k l m g, ← sum_filter, sum_const, pairCount]

/-- Every finite set of wave vectors has a finite list of inequivalent representatives. -/
theorem exists_representatives (T : Finset A) :
    ∃ R : Finset A, Inequivalent G R ∧ ∀ x ∈ T, ∃ m ∈ R, x ∈ starSet G m := by
  induction T using Finset.induction_on with
  | empty => exact ⟨∅, by simp [Inequivalent], by simp⟩
  | insert x T _ ih =>
    obtain ⟨R, hR, hT⟩ := ih
    by_cases hx : ∃ m ∈ R, x ∈ starSet G m
    · refine ⟨R, hR, fun y hy => ?_⟩
      rcases mem_insert.1 hy with rfl | hy
      · exact hx
      · exact hT y hy
    · -- a vector not yet represented is added to the list
      refine ⟨insert x R, fun m hm n hn h => ?_, fun y hy => ?_⟩
      · rcases mem_insert.1 hm with rfl | hm' <;> rcases mem_insert.1 hn with rfl | hn'
        · rfl
        · exact absurd ⟨n, hn', mem_symm h⟩ hx
        · exact absurd ⟨m, hm', h⟩ hx
        · exact hR m hm' n hn' h
      · rcases mem_insert.1 hy with rfl | hy
        · exact ⟨y, mem_insert_self _ _, mem_starSet.2 ⟨1, one_smul G y⟩⟩
        · obtain ⟨m, hm, h⟩ := hT y hy
          exact ⟨m, mem_insert_of_mem hm, h⟩

/-- The product of two integer star expansions is again an integer star expansion. -/
theorem mul_mem_starExpansions {x y : AddMonoidAlgebra ℤ A}
    (hx : x ∈ AddSubgroup.closure (Set.range (starSum G (A := A))))
    (hy : y ∈ AddSubgroup.closure (Set.range (starSum G (A := A)))) :
    x * y ∈ AddSubgroup.closure (Set.range (starSum G (A := A))) := by
  have hstar : ∀ m : A, starSum G m ∈ AddSubgroup.closure (Set.range (starSum G (A := A))) :=
    fun m => AddSubgroup.subset_closure (Set.mem_range_self m)
  refine AddSubgroup.closure_induction (p := fun x _ => x * y ∈ _) ?_ ?_ ?_ ?_ hx
  · rintro _ ⟨k, rfl⟩
    refine AddSubgroup.closure_induction (p := fun y _ => starSum G k * y ∈ _) ?_ ?_ ?_ ?_ hy
    · rintro _ ⟨l, rfl⟩
      obtain ⟨R, hR, hT⟩ := exists_representatives (G := G)
        ((starSet G k ×ˢ starSet G l).image fun p => p.1 + p.2)
      rw [starSum_mul_starSum k l R hR fun a ha b hb =>
        hT _ (mem_image.2 ⟨(a, b), mem_product.2 ⟨ha, hb⟩, rfl⟩)]
      exact sum_mem fun m _ => nsmul_mem (hstar m) _
    · rw [mul_zero]; exact zero_mem _
    · intro a b _ _ ha hb
      rw [mul_add]; exact add_mem ha hb
    · intro a _ ha
      rw [mul_neg]; exact neg_mem ha
  · rw [zero_mul]; exact zero_mem _
  · intro a b _ _ ha hb
    rw [add_mul]; exact add_mem ha hb
  · intro a _ ha
    rw [neg_mul]; exact neg_mem ha

/-- For each wave vector `m` there is an additive functional that reads off the coefficient of
the plane wave `m`. -/
theorem exists_coefficient (m : A) : ∃ φ : AddMonoidAlgebra ℤ A →+ ℤ,
    ∀ a, φ (wave a) = if a = m then 1 else 0 := by
  -- plane waves act on functions of the wave vector by translation
  let T : Multiplicative A →* Module.End ℤ (A → ℤ) :=
    { toFun := fun a => LinearMap.funLeft ℤ ℤ (fun x => x + a.toAdd)
      map_one' := LinearMap.ext fun f => funext fun x => by simp [LinearMap.funLeft_apply]
      map_mul' := fun a b => LinearMap.ext fun f => funext fun x => by
        simp [LinearMap.funLeft_apply, Module.End.mul_apply, add_assoc] }
  refine ⟨AddMonoidHom.mk' (fun F => AddMonoidAlgebra.lift _ _ _ T F (Pi.single m 1) 0)
    (fun F H => by simp only [map_add, LinearMap.add_apply, Pi.add_apply]), fun a => ?_⟩
  simp [wave, T, LinearMap.funLeft_apply, Pi.single_apply]

/-- In any expansion of a product of two stars over inequivalent stars, the coefficients are the
pair counts. -/
theorem coefficient_unique (k l : A) (R : Finset A) (hR : Inequivalent G R) (c : A → ℤ)
    (h : starSum G k * starSum G l = ∑ m ∈ R, c m • starSum G m) {m : A} (hm : m ∈ R) :
    c m = pairCount G k l m := by
  obtain ⟨φ, hφ⟩ := exists_coefficient m
  have hs : ∀ n, φ (starSum G n) = if m ∈ starSet G n then 1 else 0 := by
    intro n
    simp only [starSum, map_sum, hφ, sum_ite_eq']
  have hc : ∀ n, φ (c n • starSum G n) = c n * φ (starSum G n) := by
    intro n
    simpa using map_zsmul φ (c n) (starSum G n)
  have h1 := congrArg φ h
  rw [starSum_mul_eq_pairs, map_sum, map_sum, sum_eq_single m] at h1
  · rw [hc, hs, if_pos (mem_starSet.2 ⟨1, one_smul G m⟩), mul_one] at h1
    rw [← h1, pairCount, card_filter]
    simp only [hφ, Nat.cast_sum, Nat.cast_ite, Nat.cast_one, Nat.cast_zero]
  · intro n hn hne
    rw [hc, hs, if_neg fun h' => hne (hR n hn m hm h').symm, mul_zero]
  · exact fun h' => absurd hm h'


/-- For inversion acting on the integers, the square of the star of `1` is the star of `2` plus
twice the star of `0`. -/
theorem inversion_star_sq :
    starSum ℤˣ (1 : ℤ) * starSum ℤˣ (1 : ℤ) = starSum ℤˣ (2 : ℤ) + 2 • starSum ℤˣ (0 : ℤ) := by
  have h2 : pairCount ℤˣ (1 : ℤ) 1 2 = 1 := by decide
  have h0 : pairCount ℤˣ (1 : ℤ) 1 0 = 2 := by decide
  rw [starSum_mul_starSum (1 : ℤ) 1 {2, 0} (by unfold Inequivalent; decide) (by decide),
    sum_pair (by decide), h2, h0, one_smul]

end StarProducts
```

```lean
#print axioms StarProducts.mul_mem_starExpansions
#print axioms StarProducts.coefficient_unique
#print axioms StarProducts.inversion_star_sq
```

```
'StarProducts.mul_mem_starExpansions' depends on axioms: [propext, Classical.choice, Quot.sound]
'StarProducts.coefficient_unique' depends on axioms: [propext, Classical.choice, Quot.sound]
'StarProducts.inversion_star_sq' depends on axioms: [propext, Classical.choice, Quot.sound]
```

## From orbit bookkeeping to the product formula

The lemmas `mem_starSet`, `smul_mem`, `mem_symm` and `mem_trans` say that lying in the same orbit is an equivalence relation compatible with the group action. `starSum_mul_eq_pairs` multiplies out the two sums, and its last line is $e_ae_b=e_{a+b}$.

`pairCount_smul` is the constancy of $N$ on orbits. The tactic step `card_nbij'` asks for two maps between the sets of pairs. Here $g^{-1}$ takes pairs with sum $gm$ to pairs with sum $m$, and $g$ takes them back. The four remaining goals check that the maps land in the right sets and undo each other.

In `starSum_mul_starSum`, the auxiliary statement `key` is the formula with the Kronecker delta. The covering condition supplies a suitable $m$, and `sum_eq_single m` reduces the sum over `R` to that term, with `hR` ruling out every other $n$. The two uses of `sum_comm` exchange the summations, so that for each $c$ in the orbit of $m$ the pairs with sum $c$ are collected. Writing $c=gm$ and applying `pairCount_smul` turns their number into $N(k,l;m)$.

`exists_representatives` builds the list by induction on the finite set `T`: a new vector is either already represented or is inserted into `R`. `mul_mem_starExpansions` then applies `closure_induction` twice, once for each factor. This reduces the claim to a product of two single stars, where the main theorem applies to a list built from all the sums $a+b$.

For uniqueness one needs a functional that reads off the coefficient of $e_m$, and `exists_coefficient` constructs it by translations. The plane wave $e_a$ acts on integer-valued functions by $f(x)\mapsto f(x+a)$, and this action extends to the whole group ring. Applied to the function that is $1$ at $m$ and $0$ elsewhere, and evaluated at $x=0$, it gives $1$ if $a=m$ and $0$ otherwise. `coefficient_unique` applies this functional to both sides of the assumed expansion. In the proof, `hs` records its value on a star, and `sum_eq_single m` isolates $c_m$.

The last theorem, `inversion_star_sq`, is the opening example. The group `ℤˣ` consists of $1$ and $-1$ and acts on the integers by multiplication. With the list $\{2,0\}$, `decide` settles inequivalence, covering and the two pair counts by finite enumeration, and the main theorem yields $S_1^2=S_2+2S_0$.
